# With Hermitian A above Hermitian B in energy, the gap bounds X through AX − XB

Let A and B be Hermitian matrices, possibly of different sizes, representing two groups of energy levels. The levels of B lie at or below an energy c, and those of A at or above c + g, so a positive g is a guaranteed gap. A rectangular matrix X maps the space of B to the space of A. The problem is to bound the norm of X from the gap and the norm of AX − XB. If A and B are the diagonal blocks of a finite Hamiltonian and a weak block W couples the space of B to that of A, the first-order mixing X solves AX − XB = −W, and for positive g the bound controls its size.

The norm ‖X‖ is the operator norm, the largest singular value, selected in Lean by `Matrix.Norms.L2Operator`. The inner product ⟨x, y⟩ is conjugate-linear in x and is written `inner ℂ x y`. The adjoint X† is `ContinuousLinearMap.adjoint X` for operators and `Xᴴ` for matrices; that superscript has nothing to do with a Hamiltonian H. `PosSemidef` includes Hermiticity. The numbers c and g are real, and the sign of g is restricted only where stated.

Parts (a) and (b) use complex Hilbert spaces E and F. E is finite-dimensional, while F need not be.

```lean
import Mathlib

open Matrix
open scoped ComplexOrder Matrix.Norms.L2Operator

namespace GappedSylvester

noncomputable section

section Operators

variable {E F : Type*} [NormedAddCommGroup E] [InnerProductSpace ℂ E] [CompleteSpace E]
  [FiniteDimensional ℂ E] [NormedAddCommGroup F] [InnerProductSpace ℂ F] [CompleteSpace F]
```

## (a) A vector that attains the norm

Let X : E → F be a bounded operator and s = ‖X‖. Show that some v in E satisfies

‖v‖ ≤ 1,  ‖Xv‖ = s,  X†Xv = s²v.

The closed unit ball of E is compact, so the continuous function ‖Xv‖ has a maximum there, at some v. The maximum is at most s. If it were smaller, the definition of the operator norm would supply a vector in the ball with a larger image, a contradiction. Hence ‖Xv‖ = s.

Now expand the squared norm of the defect:

‖s²v − X†Xv‖² = s⁴‖v‖² − 2s² Re⟨v, X†Xv⟩ + ‖X†Xv‖²
= s⁴‖v‖² − 2s²‖Xv‖² + ‖X†Xv‖²
≤ s⁴ − 2s⁴ + s⁴ = 0.

The last line uses ‖X†Xv‖ ≤ ‖X†‖‖Xv‖ = s². The defect is therefore zero.

In the Lean proof `hs` is the attained maximum, `h1` and `h2` bound the first and last terms, and `hz` is the final inequality. The statement has ‖v‖ ≤ 1 instead of ‖v‖ = 1 because E may be the zero space.

```lean
/-- On a finite-dimensional space some `v` of norm at most one attains the operator norm of `X`
and satisfies `X† X v = ‖X‖² v`. -/
theorem exists_top_singular_vector (X : E →L[ℂ] F) : ∃ v : E, ‖v‖ ≤ 1 ∧ ‖X v‖ = ‖X‖ ∧
    ContinuousLinearMap.adjoint X (X v) = ((‖X‖ ^ 2 : ℝ) : ℂ) • v := by
  have := FiniteDimensional.proper ℂ E
  obtain ⟨v, hv, hmax⟩ := (isCompact_closedBall (0 : E) 1).exists_isMaxOn ⟨0, by simp⟩
    X.continuous.norm.continuousOn
  have hv1 : ‖v‖ ≤ 1 := by simpa using hv
  have hs : ‖X v‖ = ‖X‖ := by
    refine le_antisymm (X.unit_le_opNorm v hv1) (le_of_not_gt fun h => ?_)
    obtain ⟨u, hu, hlt⟩ := X.exists_lt_apply_of_lt_opNorm h
    exact not_le_of_gt hlt (isMaxOn_iff.1 hmax u (by simpa using hu.le))
  refine ⟨v, hv1, hs, ?_⟩
  -- expand the squared norm of the defect `‖X‖² v - X† X v`
  have hn : ∀ x y : E, ‖x - y‖ ^ 2 = ‖x‖ ^ 2 - 2 * (inner ℂ x y).re + ‖y‖ ^ 2 :=
    fun x y => norm_sub_sq (𝕜 := ℂ) x y
  have hw : (inner ℂ (X v) (X v)).re = ‖X v‖ ^ 2 := inner_self_eq_norm_sq (𝕜 := ℂ) (X v)
  have h1 : ‖((‖X‖ ^ 2 : ℝ) : ℂ) • v‖ ^ 2 ≤ (‖X‖ ^ 2) ^ 2 := by
    rw [norm_smul, Complex.norm_real, Real.norm_of_nonneg (sq_nonneg _)]
    exact pow_le_pow_left₀ (by positivity) (mul_le_of_le_one_right (sq_nonneg _) hv1) 2
  have h2 : ‖ContinuousLinearMap.adjoint X (X v)‖ ^ 2 ≤ (‖X‖ * ‖X‖) ^ 2 := by
    have h := (ContinuousLinearMap.adjoint X).le_opNorm (X v)
    rw [ContinuousLinearMap.adjoint.norm_map X, hs] at h
    exact pow_le_pow_left₀ (norm_nonneg _) h 2
  have hz : ‖((‖X‖ ^ 2 : ℝ) : ℂ) • v - ContinuousLinearMap.adjoint X (X v)‖ ^ 2 ≤ 0 := by
    rw [hn, inner_smul_left, Complex.conj_ofReal, Complex.re_ofReal_mul,
      ContinuousLinearMap.adjoint_inner_right, hw, hs]
    linarith
  exact (sub_eq_zero.1 (norm_eq_zero.1
    ((pow_eq_zero_iff two_ne_zero).1 (le_antisymm hz (sq_nonneg _))))).symm
```

## (b) The bound from expectation values

Let A act on F and B on E, both bounded, with

(c + g)‖u‖² ≤ Re⟨u, Au⟩ for all u in F,
Re⟨v, Bv⟩ ≤ c‖v‖² for all v in E.

Show that

g‖X‖ ≤ ‖AX − XB‖.

If X = 0, the left side is zero. Otherwise s > 0, and the vector v from (a) has norm exactly one, since s = ‖Xv‖ ≤ s‖v‖. Take the matrix element of AX − XB between Xv and v:

Re⟨Xv, (AX − XB)v⟩ = Re⟨Xv, AXv⟩ − Re⟨X†Xv, Bv⟩
= Re⟨Xv, AXv⟩ − s² Re⟨v, Bv⟩
≥ (c + g)s² − cs² = gs².

By the Cauchy–Schwarz inequality the same quantity is at most s‖AX − XB‖. Division by s gives the claim. With the normalised left singular vector Xv/s in place of Xv, the lower bound on the matrix element reads gs.

Lean keeps Xv unnormalised. There `e` is the identity for the matrix element, `hle` the upper bound, and `ha` and `hb` the two energy conditions at Xv and v. Hermiticity of A and B is not assumed here.

```lean
/-- If the expectation values of `A` have real part at least `c + g` and those of `B`, on a
finite-dimensional space, at most `c`, then `g ‖X‖ ≤ ‖AX - XB‖`. -/
theorem operator_bound (A : F →L[ℂ] F) (B : E →L[ℂ] E) (X : E →L[ℂ] F) (c g : ℝ)
    (hA : ∀ u, (c + g) * ‖u‖ ^ 2 ≤ (inner ℂ u (A u)).re)
    (hB : ∀ v, (inner ℂ v (B v)).re ≤ c * ‖v‖ ^ 2) :
    g * ‖X‖ ≤ ‖A ∘L X - X ∘L B‖ := by
  rcases (norm_nonneg X).eq_or_lt with h0 | hpos
  · rw [← h0, mul_zero]
    exact norm_nonneg _
  obtain ⟨v, hv, hs, hX⟩ := exists_top_singular_vector X
  have hv1 : ‖v‖ = 1 := by
    have h := X.le_opNorm v
    rw [hs] at h
    exact le_antisymm hv (le_of_mul_le_mul_left (by linarith) hpos)
  -- the matrix element of `AX - XB` between the top singular vectors
  have e : (inner ℂ (X v) ((A ∘L X - X ∘L B) v)).re
      = (inner ℂ (X v) (A (X v))).re - ‖X‖ ^ 2 * (inner ℂ v (B v)).re := by
    change (inner ℂ (X v) (A (X v) - X (B v))).re = _
    rw [inner_sub_right, ← ContinuousLinearMap.adjoint_inner_left X (B v) (X v), hX,
      inner_smul_left, Complex.conj_ofReal, Complex.sub_re, Complex.re_ofReal_mul]
  have hle : (inner ℂ (X v) ((A ∘L X - X ∘L B) v)).re ≤ ‖X‖ * ‖A ∘L X - X ∘L B‖ :=
    ((Complex.re_le_norm _).trans (norm_inner_le_norm _ _)).trans
      (mul_le_mul hs.le (ContinuousLinearMap.unit_le_opNorm _ v hv)
        (norm_nonneg _) (norm_nonneg _))
  have ha := hA (X v)
  have hb := mul_le_mul_of_nonneg_left (hB v) (sq_nonneg ‖X‖)
  rw [hs] at ha
  rw [hv1] at hb
  exact le_of_mul_le_mul_left (by linarith) hpos

end Operators
```

## (c) From positive matrices to expectation values

A matrix M with rows indexed by m and columns by n becomes an operator between Euclidean spaces, called `matOp M`. The index types m, n and k are finite and may be empty.

```lean
variable {m n k : Type*} [Fintype m] [Fintype n] [Fintype k]
  [DecidableEq m] [DecidableEq n] [DecidableEq k]

/-- The operator between Euclidean spaces given by a rectangular complex matrix. -/
def matOp (M : Matrix m n ℂ) : EuclideanSpace ℂ n →L[ℂ] EuclideanSpace ℂ m :=
  LinearMap.toContinuousLinearMap (Matrix.toEuclideanLin M)
```

Let A be a square matrix and r a real number such that A − r1 is positive semidefinite. Show that for every vector u

r‖u‖² ≤ Re⟨u, Au⟩.

Positivity gives

0 ≤ ⟨u, (A − r1)u⟩ = ⟨u, Au⟩ − r‖u‖²,

and taking real parts finishes the argument. In Lean, `h` is the positivity and `e` splits the action of A − r1 into its two terms.

```lean
/-- If `A - r1` is positive semidefinite, the real part of `⟨u, A u⟩` is at least `r ‖u‖²`. -/
theorem expectation_ge {A : Matrix n n ℂ} {r : ℝ}
    (hA : (A - (r : ℂ) • (1 : Matrix n n ℂ)).PosSemidef) (u : EuclideanSpace ℂ n) :
    r * ‖u‖ ^ 2 ≤ (inner ℂ u (matOp A u)).re := by
  have h : 0 ≤ (inner ℂ u (matOp (A - (r : ℂ) • (1 : Matrix n n ℂ)) u)).re := by
    rw [EuclideanSpace.inner_eq_star_dotProduct, dotProduct_comm]
    exact (Complex.le_def.1 (hA.dotProduct_mulVec_nonneg u.ofLp)).1
  have e : matOp (A - (r : ℂ) • (1 : Matrix n n ℂ)) u = matOp A u - (r : ℂ) • u := by
    ext i
    change ((A - (r : ℂ) • (1 : Matrix n n ℂ)) *ᵥ u.ofLp) i = (A *ᵥ u.ofLp) i - r * u.ofLp i
    rw [Matrix.sub_mulVec, Matrix.smul_mulVec, Matrix.one_mulVec]
    rfl
  have hu : (inner ℂ u u).re = ‖u‖ ^ 2 := inner_self_eq_norm_sq (𝕜 := ℂ) u
  rw [e, inner_sub_right, inner_smul_right, Complex.sub_re, Complex.re_ofReal_mul, hu] at h
  linarith
```

## (d) Rectangular matrices across a gap

Let A − (c + g)1 and c1 − B be positive semidefinite. Show that every rectangular matrix X of matching size obeys the inequality of (b):

g‖X‖ ≤ ‖AX − XB‖.

Part (c) with r = c + g gives the condition on A. For B, write

c1 − B = (−B) − (−c)1

and apply (c) to −B with r = −c. This gives −c‖v‖² ≤ −Re⟨v, Bv⟩, which is the condition on B. Part (b) then applies.

The Lean proof follows this route: `hneg` is the rewriting of c1 − B, and `hcomp` says that matrix products become compositions of operators. The two hypotheses place every eigenvalue of A at or above c + g and every eigenvalue of B at or below c. For g ≤ 0 the inequality is true but carries no information.

```lean
/-- Gapped Sylvester bound: if `A - (c+g)1` and `c1 - B` are positive semidefinite, every
rectangular `X` satisfies `g ‖X‖ ≤ ‖AX - XB‖` in operator norm. -/
theorem gapped_sylvester_bound (A : Matrix m m ℂ) (B : Matrix n n ℂ) (X : Matrix m n ℂ)
    (c g : ℝ) (hA : (A - ((c + g : ℝ) : ℂ) • (1 : Matrix m m ℂ)).PosSemidef)
    (hB : ((c : ℂ) • (1 : Matrix n n ℂ) - B).PosSemidef) :
    g * ‖X‖ ≤ ‖A * X - X * B‖ := by
  have hcomp : matOp (A * X - X * B) = matOp A ∘L matOp X - matOp X ∘L matOp B := by
    refine ContinuousLinearMap.ext fun v => ?_
    ext i
    change ((A * X - X * B) *ᵥ v.ofLp) i
      = (A *ᵥ (X *ᵥ v.ofLp)) i - (X *ᵥ (B *ᵥ v.ofLp)) i
    rw [Matrix.sub_mulVec, Matrix.mulVec_mulVec, Matrix.mulVec_mulVec, Pi.sub_apply]
  have hneg : -B - ((-c : ℝ) : ℂ) • (1 : Matrix n n ℂ) = (c : ℂ) • 1 - B := by
    push_cast
    module
  rw [← hneg] at hB
  have key := operator_bound (matOp A) (matOp B) (matOp X) c g (expectation_ge hA) fun u => by
    have h := expectation_ge hB u
    have e : matOp (-B) u = -matOp B u := by simp [matOp]
    rw [e, inner_neg_right, Complex.neg_re] at h
    linarith
  rw [← hcomp] at key
  exact key
```

## (e) A case of equality

Let A = (c + g)1 and B = c1 with g ≥ 0. Show that for every X

‖AX − XB‖ = g‖X‖.

Here AX − XB = (c + g)X − cX = gX, whose norm is |g|‖X‖ = g‖X‖. The constant g in (d) therefore cannot be replaced by a larger one that depends on g alone. The Lean proof performs the same subtraction and takes the scalar out of the norm.

```lean
/-- For `A = (c+g)1` and `B = c1` with `g ≥ 0`, the bound is an equality for every `X`. -/
theorem bound_attained (X : Matrix m n ℂ) (c g : ℝ) (hg : 0 ≤ g) :
    ‖(((c + g : ℝ) : ℂ) • (1 : Matrix m m ℂ)) * X - X * ((c : ℂ) • (1 : Matrix n n ℂ))‖
      = g * ‖X‖ := by
  rw [Matrix.smul_mul, Matrix.one_mul, Matrix.mul_smul, Matrix.mul_one, ← sub_smul,
    ← Complex.ofReal_sub, add_sub_cancel_left, norm_smul, Complex.norm_real,
    Real.norm_of_nonneg hg]
```

## (f) Orthonormal columns

Let U have orthonormal columns, U†U = 1. Show that

‖U‖ ≤ 1.

The identity ‖M†M‖ = ‖M‖², applied to M = 1, gives ‖1‖ = ‖1‖², so ‖1‖ is 0 or 1; the value 0 belongs to the matrix of size zero. Applied to M = U, it gives ‖U‖² = ‖1‖ ≤ 1. These are `h1`, `h3` and `h2` in the Lean proof.

```lean
omit [DecidableEq k] in
/-- A matrix with orthonormal columns has operator norm at most one. -/
theorem frame_norm_le_one (U : Matrix k m ℂ) (hU : Uᴴ * U = 1) : ‖U‖ ≤ 1 := by
  have h1 := Matrix.l2_opNorm_conjTranspose_mul_self (1 : Matrix m m ℂ)
  rw [Matrix.conjTranspose_one, Matrix.one_mul] at h1
  have h2 := Matrix.l2_opNorm_conjTranspose_mul_self U
  rw [hU] at h2
  have h3 : ‖(1 : Matrix m m ℂ)‖ ≤ 1 := by
    by_contra hlt
    push Not at hlt
    nlinarith
  nlinarith [norm_nonneg U]
```

## (g) Overlap of low and high subspaces

A Hamiltonian H is changed to H', where the prime is a label and not a derivative. How much can low-energy states of H overlap with high-energy states of H'?

Let V and U have orthonormal columns with HV = VB and H'U = UA, so that each set of columns spans an invariant subspace. Let H' be Hermitian, g > 0, and let A and B satisfy the conditions of (d). Show that

‖U†V‖ ≤ ‖H' − H‖ / g.

From H'U = UA follows A = U†H'U, which is Hermitian. The adjoint of H'U = UA is then U†H' = AU†. Therefore

A(U†V) − (U†V)B = U†H'V − U†HV = U†(H' − H)V.

By (d) the norm of the left side is at least g‖U†V‖. By (f) the norm of the right side is at most ‖H' − H‖. Division by g gives the result.

In Lean, `hUA` is the adjoint relation, `e` the equation for the overlap, and `h1` and `h2` remove the factors U† and V. Hermiticity of H itself is not required.

For electronic structure in a finite orthonormal basis, this limits how far a perturbation can mix states across a gap. Here g separates the chosen low levels of H from the chosen high levels of H'. A gap in the spectrum of H alone does not supply it, because the perturbation also shifts the levels. The step from the full Hamiltonian to its finite matrix, with the truncation error it brings, has to be justified separately.

```lean
/-- Let the orthonormal columns of `V` span an invariant subspace of `H`, with `H V = V B` and
`c1 - B` positive semidefinite, and those of `U` one of a Hermitian `H'`, with `H' U = U A` and
`A - (c+g)1` positive semidefinite, `g > 0`. Then `‖U† V‖ ≤ ‖H' - H‖ / g`. -/
theorem subspace_overlap_bound (H H' : Matrix k k ℂ) (U : Matrix k m ℂ) (V : Matrix k n ℂ)
    (A : Matrix m m ℂ) (B : Matrix n n ℂ) (c g : ℝ) (hg : 0 < g) (hH' : H'.IsHermitian)
    (hU : Uᴴ * U = 1) (hV : Vᴴ * V = 1) (hHU : H' * U = U * A) (hHV : H * V = V * B)
    (hA : (A - ((c + g : ℝ) : ℂ) • (1 : Matrix m m ℂ)).PosSemidef)
    (hB : ((c : ℂ) • (1 : Matrix n n ℂ) - B).PosSemidef) :
    ‖Uᴴ * V‖ ≤ ‖H' - H‖ / g := by
  have hAU : A = Uᴴ * (H' * U) := by rw [hHU, ← Matrix.mul_assoc, hU, Matrix.one_mul]
  have hAh : Aᴴ = A := by
    rw [hAU, Matrix.conjTranspose_mul, Matrix.conjTranspose_mul,
      Matrix.conjTranspose_conjTranspose, hH'.eq, Matrix.mul_assoc]
  have hUA : A * Uᴴ = Uᴴ * H' := by
    have h := congrArg Matrix.conjTranspose hHU
    rw [Matrix.conjTranspose_mul, Matrix.conjTranspose_mul, hH'.eq, hAh] at h
    exact h.symm
  -- the overlap solves a Sylvester equation driven by the perturbation
  have e : A * (Uᴴ * V) - (Uᴴ * V) * B = Uᴴ * (H' - H) * V := by
    rw [← Matrix.mul_assoc A Uᴴ V, hUA, Matrix.mul_assoc Uᴴ V B, ← hHV, Matrix.mul_sub,
      Matrix.sub_mul, Matrix.mul_assoc Uᴴ H V]
  have key := gapped_sylvester_bound A B (Uᴴ * V) c g hA hB
  rw [e] at key
  have hU1 : ‖Uᴴ‖ ≤ 1 := by
    rw [Matrix.l2_opNorm_conjTranspose]
    exact frame_norm_le_one U hU
  have h1 : ‖Uᴴ * (H' - H)‖ ≤ ‖H' - H‖ :=
    (Matrix.l2_opNorm_mul _ _).trans (mul_le_of_le_one_left (norm_nonneg _) hU1)
  have h2 : ‖Uᴴ * (H' - H) * V‖ ≤ ‖Uᴴ * (H' - H)‖ :=
    (Matrix.l2_opNorm_mul _ _).trans
      (mul_le_of_le_one_right (norm_nonneg _) (frame_norm_le_one V hV))
  rw [le_div_iff₀ hg]
  linarith
```

## (h) A two-level example

Take c = 0, g = 1, A = 1, B = 0 and

H = [[0, 0], [0, 1]],  H' = [[9/25, 12/25], [12/25, 16/25]],
U = (3/5, 4/5)ᵀ,  V = (1, 0)ᵀ.

Verify the conditions of (g) and show that

U†V = 3/5.

Both columns are normalised: 9/25 + 16/25 = 1 for U, and V is a basis vector. The matrix H' is real symmetric and equals UU†, so H'U = U = UA. Also HV = 0 = VB. The matrices A − 1 and 0 − B are both zero, hence positive semidefinite. The overlap is (3/5)·1 + (4/5)·0 = 3/5.

Lean checks these identities entry by entry. Its statement leaves out the size of the perturbation, which follows from (H' − H)² = (9/25)1: the norm is 3/5, and the bound of (g) is met with equality.

```lean
/-- A two-level instance of the hypotheses of the overlap bound, with `A = 1`, `B = 0`,
`c = 0`, `g = 1` and overlap `3/5`. -/
theorem subspace_overlap_bound_witness (H H' : Matrix (Fin 2) (Fin 2) ℂ)
    (U V : Matrix (Fin 2) (Fin 1) ℂ) (A B : Matrix (Fin 1) (Fin 1) ℂ)
    (hH : H = !![0, 0; 0, 1]) (hH' : H' = !![9/25, 12/25; 12/25, 16/25])
    (hU : U = !![3/5; 4/5]) (hV : V = !![1; 0]) (hA : A = 1) (hB : B = 0) :
    H'.IsHermitian ∧ (A - ((0 + 1 : ℝ) : ℂ) • (1 : Matrix (Fin 1) (Fin 1) ℂ)).PosSemidef ∧
      (((0 : ℝ) : ℂ) • (1 : Matrix (Fin 1) (Fin 1) ℂ) - B).PosSemidef ∧
      Uᴴ * U = 1 ∧ Vᴴ * V = 1 ∧ H' * U = U * A ∧ H * V = V * B ∧ Uᴴ * V = !![3/5] := by
  subst hH hH' hU hV hA hB
  -- the numerals in the frames are real
  have h3 : (starRingEnd ℂ) 3 = 3 := Complex.ext (by simp) (by simp)
  have h4 : (starRingEnd ℂ) 4 = 4 := Complex.ext (by simp) (by simp)
  have h5 : (starRingEnd ℂ) 5 = 5 := Complex.ext (by simp) (by simp)
  refine ⟨Matrix.IsHermitian.ext fun i j => by fin_cases i <;> fin_cases j <;> simp,
    by simp [Matrix.PosSemidef.zero], by simp [Matrix.PosSemidef.zero], ?_, ?_, ?_, ?_, ?_⟩ <;>
  · ext i j
    fin_cases i <;> fin_cases j <;>
      simp [Matrix.mul_apply, Fin.sum_univ_succ, h3, h4, h5] <;> norm_num

end

end GappedSylvester
```

```lean
#print axioms GappedSylvester.bound_attained
#print axioms GappedSylvester.subspace_overlap_bound
```

```
'GappedSylvester.bound_attained' depends on axioms: [propext, Classical.choice, Quot.sound]
'GappedSylvester.subspace_overlap_bound' depends on axioms: [propext, Classical.choice, Quot.sound]
```
